# From the moments $\hbar/(2l)$, $0$, $\hbar l/2$, the position variance of a unit-mass inverted oscillator grows as $\cosh(2lt)$

A particle rests in the ground state of a harmonic well of angular frequency $l$, and at $t=0$ the sign of the spring constant is flipped. The particle now sits on top of a parabolic barrier. Its mean position stays at the top, but its wave packet spreads. How long does the packet take to reach a given width?

With unit mass, the Hamiltonian after the flip is $H = p^2/2 - l^2x^2/2$, and Heisenberg's equations are $\dot x = p$, $\dot p = l^2 x$. Let $X$ be the variance of position, $P$ the variance of momentum, and $C$ the symmetrised covariance of the two. Then
$$\dot X = 2C,\qquad \dot C = P + l^2X,\qquad \dot P = 2l^2C .$$
A classical ensemble obeys the same equations; in this problem $\hbar$ enters only through the initial values. The Lean file starts from these three equations and does not derive them from the Schrödinger equation.

## The moment equations and the initial packet

```lean
import Mathlib

namespace InvertedOscillatorMoments
```

The first line loads the mathematical library Mathlib. The second opens a namespace, a common prefix for the names that follow.

```lean
/-- The equations of motion of the second moments of an inverted oscillator with rate `l`:
`X` is the position variance, `C` the symmetrised covariance, `P` the momentum variance. -/
structure MomentFlow (l : ℝ) (X C P : ℝ → ℝ) : Prop where
  dX : ∀ t, HasDerivAt X (2 * C t) t
  dC : ∀ t, HasDerivAt C (P t + l ^ 2 * X t) t
  dP : ∀ t, HasDerivAt P (2 * l ^ 2 * C t) t
```

`MomentFlow l X C P` is a proposition about a real number $l$ and three real functions of time. `HasDerivAt X (2 * C t) t` says that $X$ is differentiable at $t$ with derivative $2C(t)$, and `∀ t` demands this at every real time. For $t<0$ the functions therefore continue the solution for the inverted oscillator backwards in time; they are not the constant moments that the particle had in the well before the flip. Nothing here requires $X$ or $P$ to be positive, or the functions to come from a quantum state.

```lean
/-- The initial moments `X = hbar/(2l)`, `C = 0`, `P = hbar l/2`. -/
structure MinimalStart (hbar l : ℝ) (X C P : ℝ → ℝ) : Prop where
  X0 : X 0 = hbar / (2 * l)
  C0 : C 0 = 0
  P0 : P 0 = hbar * l / 2
```

`MinimalStart` fixes the moments of the old ground state: $X(0)=\hbar/(2l)$, $C(0)=0$, $P(0)=\hbar l/2$. Their product $X(0)P(0)=\hbar^2/4$ is the least that the uncertainty relation allows. In Lean, `hbar` is a real parameter, taken to be positive where a theorem needs it.

## Solving the equations for any initial moments

```lean
/-- A quantity whose rate of change is `k` times itself is an exponential in time. -/
theorem exp_growth {u : ℝ → ℝ} {k : ℝ} (h : ∀ t, HasDerivAt u (k * u t) t) (t : ℝ) :
    u t = u 0 * Real.exp (k * t) := by
  -- the product with the inverse exponential does not change in time
  have hd : ∀ s, HasDerivAt (fun s => u s * Real.exp (-(k * s))) 0 s := by
    intro s
    have h1 : HasDerivAt (fun s : ℝ => -(k * s)) (-k) s :=
      ((hasDerivAt_id' s).const_mul k).fun_neg.congr_deriv (by ring)
    have h2 : HasDerivAt (fun s : ℝ => Real.exp (-(k * s)))
        (Real.exp (-(k * s)) * (-k)) s := h1.exp
    exact ((h s).fun_mul h2).congr_deriv (by ring)
  have hc := is_const_of_deriv_eq_zero (fun s => (hd s).differentiableAt)
    (fun s => (hd s).deriv) t 0
  have hc' : u t * Real.exp (-(k * t)) = u 0 := by simpa using hc
  rw [← hc', mul_assoc, ← Real.exp_add]
  simp
```

If $\dot u = ku$ at all times, then $u(t)=u(0)e^{kt}$. By hand, differentiate the product with the inverse exponential:
$$\frac{d}{dt}\left(u\,e^{-kt}\right) = ku\,e^{-kt} - ku\,e^{-kt} = 0 .$$
The product is therefore constant and equal to $u(0)$. In the proof, `hd` is this derivative, `is_const_of_deriv_eq_zero` turns it into constancy, and the last lines multiply by $e^{kt}$. Every solution is covered, so no separate uniqueness theorem is needed.

```lean
/-- The position variance at time `t` for arbitrary initial second moments. -/
theorem position_variance {l : ℝ} {X C P : ℝ → ℝ} (hl : l ≠ 0)
    (h : MomentFlow l X C P) (t : ℝ) :
    X t = (X 0 + P 0 / l ^ 2) / 2 * Real.cosh (2 * l * t)
      + C 0 / l * Real.sinh (2 * l * t) + (X 0 - P 0 / l ^ 2) / 2 := by
  -- the growing, the decaying and the conserved combination
  have du : ∀ s, HasDerivAt (fun s => l ^ 2 * X s + P s + 2 * l * C s)
      (2 * l * (l ^ 2 * X s + P s + 2 * l * C s)) s := fun s =>
    ((((h.dX s).const_mul (l ^ 2)).fun_add (h.dP s)).fun_add
      ((h.dC s).const_mul (2 * l))).congr_deriv (by ring)
  have dv : ∀ s, HasDerivAt (fun s => l ^ 2 * X s + P s - 2 * l * C s)
      (-(2 * l) * (l ^ 2 * X s + P s - 2 * l * C s)) s := fun s =>
    ((((h.dX s).const_mul (l ^ 2)).fun_add (h.dP s)).fun_sub
      ((h.dC s).const_mul (2 * l))).congr_deriv (by ring)
  have dw : ∀ s, HasDerivAt (fun s => P s - l ^ 2 * X s)
      (0 * (P s - l ^ 2 * X s)) s := fun s =>
    ((h.dP s).fun_sub ((h.dX s).const_mul (l ^ 2))).congr_deriv (by ring)
  have hu := exp_growth du t
  have hv := exp_growth dv t
  have hw := exp_growth dw t
  rw [neg_mul] at hv
  rw [zero_mul, Real.exp_zero, mul_one] at hw
  have key : l ^ 2 * X t = (l ^ 2 * X 0 + P 0) / 2 * Real.cosh (2 * l * t)
      + l * C 0 * Real.sinh (2 * l * t) + (l ^ 2 * X 0 - P 0) / 2 := by
    rw [Real.cosh_eq, Real.sinh_eq]
    linear_combination (hu + hv) / 4 - hw / 2
  apply mul_left_cancel₀ (pow_ne_zero 2 hl)
  rw [key]
  field_simp
```

For $l\neq0$ and arbitrary initial moments, the theorem states
$$X(t)=\tfrac12\left(X(0)+\tfrac{P(0)}{l^2}\right)\cosh 2lt+\tfrac{C(0)}{l}\sinh 2lt+\tfrac12\left(X(0)-\tfrac{P(0)}{l^2}\right).$$

The derivation uses three combinations,
$$U=l^2X+P+2lC,\qquad V=l^2X+P-2lC,\qquad W=P-l^2X .$$
Inserting the moment equations gives
$$\begin{aligned}
\dot U&=4l^2C+2l(P+l^2X)=2l\,U,\\
\dot V&=4l^2C-2l(P+l^2X)=-2l\,V,\\
\dot W&=2l^2C-2l^2C=0 .
\end{aligned}$$
Hence $U(t)=U(0)e^{2lt}$, $V(t)=V(0)e^{-2lt}$ and $W(t)=W(0)$. Since $l^2X=(U+V)/4-W/2$,
$$l^2X(t)=\tfrac12\left(l^2X(0)+P(0)\right)\cosh 2lt+l\,C(0)\sinh 2lt+\tfrac12\left(l^2X(0)-P(0)\right),$$
and division by $l^2$ finishes the argument.

In Lean, `du`, `dv` and `dw` are the three derivatives, and `exp_growth` is applied to each. The tactic `linear_combination (hu + hv) / 4 - hw / 2` is the recombination just used: it checks that the goal follows from the named equations with those coefficients.

```lean
/-- The uncertainty determinant `X P - C²` is constant in time. -/
theorem uncertainty_conserved {l : ℝ} {X C P : ℝ → ℝ} (h : MomentFlow l X C P) (t : ℝ) :
    X t * P t - C t ^ 2 = X 0 * P 0 - C 0 ^ 2 := by
  have d : ∀ s, HasDerivAt (fun s => X s * P s - C s * C s)
      (0 * (X s * P s - C s * C s)) s := fun s =>
    (((h.dX s).fun_mul (h.dP s)).fun_sub ((h.dC s).fun_mul (h.dC s))).congr_deriv (by ring)
  have hd := exp_growth d t
  rw [zero_mul, Real.exp_zero, mul_one] at hd
  linear_combination hd
```

The determinant $XP-C^2$ keeps its initial value, because
$$\frac{d}{dt}(XP-C^2)=2CP+2l^2XC-2C(P+l^2X)=0 .$$
The proof reuses `exp_growth` with $k=0$. For the initial packet above, the determinant stays at $\hbar^2/4$: the packet spreads in position and momentum, while the growing covariance compensates for the growing product $XP$.

## The hyperbolic cosine and the growth factor

```lean
/-- From the minimal initial moments the position variance is `hbar cosh(2lt)/(2l)`. -/
theorem variance_cosh {hbar l : ℝ} {X C P : ℝ → ℝ} (hl : 0 < l)
    (h : MomentFlow l X C P) (h0 : MinimalStart hbar l X C P) (t : ℝ) :
    X t = hbar * Real.cosh (2 * l * t) / (2 * l) := by
  have e : hbar * l / 2 / l ^ 2 = hbar / (2 * l) := by field_simp
  rw [position_variance hl.ne' h t, h0.X0, h0.C0, h0.P0, e]
  ring
```

For the old ground state, $P(0)/l^2=\hbar/(2l)=X(0)$ and $C(0)=0$. The constant term and the $\sinh$ term in the general solution vanish, leaving
$$X(t)=\frac{\hbar}{2l}\cosh 2lt .$$
The `rw` step substitutes the general solution and the initial values, and `ring` does the remaining algebra.

```lean
/-- If the variance has grown by the factor `R` at time `T`, then `R = cosh(2lT)` and
`2lT + ln(1 + exp(-4lT)) = ln(2R)`. -/
theorem growth_time_exact {hbar l T R : ℝ} {X C P : ℝ → ℝ} (hh : 0 < hbar) (hl : 0 < l)
    (h : MomentFlow l X C P) (h0 : MinimalStart hbar l X C P) (hR : X T = R * X 0) :
    R = Real.cosh (2 * l * T) ∧
      2 * l * T + Real.log (1 + Real.exp (-(4 * l * T))) = Real.log (2 * R) := by
  have hX := variance_cosh hl h h0 T
  rw [hR, h0.X0] at hX
  have hne : hbar / (2 * l) ≠ 0 := by positivity
  have hc : R = Real.cosh (2 * l * T) :=
    mul_right_cancel₀ hne (by linear_combination hX)
  refine ⟨hc, ?_⟩
  -- split off the growing exponential from the hyperbolic cosine
  have hf : 2 * R = Real.exp (2 * l * T) * (1 + Real.exp (-(4 * l * T))) := by
    have e : 2 * l * T + -(4 * l * T) = -(2 * l * T) := by ring
    rw [hc, Real.cosh_eq, mul_add, mul_one, ← Real.exp_add, e]
    ring
  rw [hf, Real.log_mul (Real.exp_ne_zero _) (by positivity), Real.log_exp]
```

Let the packet start with the moments of the old ground state, which is the hypothesis `h0`, and suppose that at time $T$ the variance is $R$ times its initial value, $X(T)=R\,X(0)$, which is the hypothesis `hR`. The theorem gives two statements joined by `∧`, "and":
$$R=\cosh 2lT,\qquad 2lT+\ln\left(1+e^{-4lT}\right)=\ln(2R).$$
The first follows on cancelling $X(0)=\hbar/(2l)\neq0$. For the second, take the growing exponential out of the cosine,
$$2R=e^{2lT}+e^{-2lT}=e^{2lT}\left(1+e^{-4lT}\right),$$
and take logarithms. This factorisation is `hf` in the proof.

```lean
/-- The time `T ≥ 0` at which the variance has grown by the factor `R` satisfies
`ln R ≤ 2lT < ln(2R)`. -/
theorem growth_time_bounds {hbar l T R : ℝ} {X C P : ℝ → ℝ} (hh : 0 < hbar) (hl : 0 < l)
    (hT : 0 ≤ T) (h : MomentFlow l X C P) (h0 : MinimalStart hbar l X C P)
    (hR : X T = R * X 0) :
    Real.log R ≤ 2 * l * T ∧ 2 * l * T < Real.log (2 * R) := by
  obtain ⟨hc, hx⟩ := growth_time_exact hh hl h h0 hR
  have hpos : 0 < R := by rw [hc]; exact Real.cosh_pos _
  have h2 : Real.log (2 * R) = Real.log 2 + Real.log R :=
    Real.log_mul two_ne_zero hpos.ne'
  have hlT : 0 ≤ l * T := mul_nonneg hl.le hT
  have he : Real.exp (-(4 * l * T)) ≤ 1 := Real.exp_le_one_iff.mpr (by linarith)
  -- the correction term lies between 0 and ln 2
  have h3 : Real.log (1 + Real.exp (-(4 * l * T))) ≤ Real.log 2 :=
    Real.log_le_log (by positivity) (by linarith)
  have h4 : 0 < Real.log (1 + Real.exp (-(4 * l * T))) :=
    Real.log_pos (by linarith [Real.exp_pos (-(4 * l * T))])
  constructor <;> linarith
```

For $T\ge0$ the exact relation becomes a pair of bounds,
$$\ln R\le 2lT<\ln(2R).$$
Since $0<e^{-4lT}\le1$, the correction satisfies $0<\ln(1+e^{-4lT})\le\ln2$. Its positivity gives the strict upper bound. Its upper limit gives $2lT\ge\ln(2R)-\ln2=\ln R$. These two estimates are `h4` and `h3`, and `linarith` combines them with the exact relation.

At late times the correction is at most $e^{-4lT}$, so $2lT$ approaches $\ln(2R)$ exponentially fast.

```lean
/-- The lower bound `ln R ≤ 2lT` is an equality exactly at `T = 0`. -/
theorem lower_bound_eq_iff {hbar l T R : ℝ} {X C P : ℝ → ℝ} (hh : 0 < hbar) (hl : 0 < l)
    (h : MomentFlow l X C P) (h0 : MinimalStart hbar l X C P) (hR : X T = R * X 0) :
    Real.log R = 2 * l * T ↔ T = 0 := by
  obtain ⟨hc, -⟩ := growth_time_exact hh hl h h0 hR
  constructor
  · intro hlog
    have hpos : 0 < R := by rw [hc]; exact Real.cosh_pos _
    have h1 : Real.exp (2 * l * T) = R := by rw [← hlog, Real.exp_log hpos]
    rw [hc, Real.cosh_eq] at h1
    have h2 : Real.exp (2 * l * T) = Real.exp (-(2 * l * T)) := by linarith
    have h3 := Real.exp_injective h2
    have h4 : l * T = 0 := by linarith
    exact (mul_eq_zero.mp h4).resolve_left hl.ne'
  · intro hT
    rw [hc, hT]
    simp
```

The symbol `↔` means "if and only if": the lower bound is an equality exactly when $T=0$. If $\ln R=2lT$, then $e^{2lT}=R=\tfrac12(e^{2lT}+e^{-2lT})$, so $e^{2lT}=e^{-2lT}$ and $T=0$. Conversely, at $T=0$ we have $R=1$, and both sides are zero.

## The time to reach a prescribed width

```lean
/-- The time `T ≥ 0` at which the packet reaches the width `L` satisfies
`ln(2lL²/hbar) ≤ 2lT < ln(4lL²/hbar)`. -/
theorem time_to_width {hbar l T L : ℝ} {X C P : ℝ → ℝ} (hh : 0 < hbar) (hl : 0 < l)
    (hT : 0 ≤ T) (h : MomentFlow l X C P) (h0 : MinimalStart hbar l X C P)
    (hL : X T = L ^ 2) :
    Real.log (2 * l * L ^ 2 / hbar) ≤ 2 * l * T ∧
      2 * l * T < Real.log (4 * l * L ^ 2 / hbar) := by
  have hR : X T = (2 * l * L ^ 2 / hbar) * X 0 := by
    rw [hL, h0.X0]
    field_simp
  have hb := growth_time_bounds hh hl hT h h0 hR
  have e : 2 * (2 * l * L ^ 2 / hbar) = 4 * l * L ^ 2 / hbar := by ring
  rwa [e] at hb
```

Let $L$ be a length and suppose that, starting from the old ground state, the standard deviation of position reaches it at time $T\ge0$, so $X(T)=L^2$. Then $R=L^2/X(0)=2lL^2/\hbar$, and the previous bounds become
$$\ln\frac{2lL^2}{\hbar}\le 2lT<\ln\frac{4lL^2}{\hbar}.$$
The proof rewrites the hypothesis in the form $X(T)=R\,X(0)$ and calls `growth_time_bounds`.

For fixed $l$ and $L$ the time therefore grows only logarithmically in $1/\hbar$ as $\hbar\to0$, and the bounds locate it to within $\ln2/(2l)$. This is the logarithm met in estimates of the Ehrenfest time, here for a purely quadratic barrier and one particular initial packet. The theorem concerns spreading and not a failure of classical motion: in a quadratic potential the mean position follows the classical trajectory at all times. A breakdown needs anharmonic terms, with $L$ then standing for the distance over which they become noticeable.

## An explicit solution

```lean
/-- Explicit hyperbolic functions solve the moment equations with the minimal initial moments. -/
theorem momentFlow_witness (hbar : ℝ) {l : ℝ} (hl : 0 < l) :
    MomentFlow l (fun t => hbar * Real.cosh (2 * l * t) / (2 * l))
      (fun t => hbar * Real.sinh (2 * l * t) / 2)
      (fun t => hbar * l * Real.cosh (2 * l * t) / 2) ∧
    MinimalStart hbar l (fun t => hbar * Real.cosh (2 * l * t) / (2 * l))
      (fun t => hbar * Real.sinh (2 * l * t) / 2)
      (fun t => hbar * l * Real.cosh (2 * l * t) / 2) := by
  have a : ∀ t : ℝ, HasDerivAt (fun s : ℝ => 2 * l * s) (2 * l) t := fun t =>
    ((hasDerivAt_id' t).const_mul (2 * l)).congr_deriv (by ring)
  have hc : ∀ t : ℝ, HasDerivAt (fun s : ℝ => Real.cosh (2 * l * s))
      (Real.sinh (2 * l * t) * (2 * l)) t := fun t =>
    (Real.hasDerivAt_cosh (2 * l * t)).comp t (a t)
  have hs : ∀ t : ℝ, HasDerivAt (fun s : ℝ => Real.sinh (2 * l * s))
      (Real.cosh (2 * l * t) * (2 * l)) t := fun t =>
    (Real.hasDerivAt_sinh (2 * l * t)).comp t (a t)
  refine ⟨⟨fun t => ?_, fun t => ?_, fun t => ?_⟩, ⟨by simp, by simp, by simp⟩⟩
  · exact (((hc t).const_mul hbar).div_const (2 * l)).congr_deriv (by field_simp)
  · exact (((hs t).const_mul hbar).div_const 2).congr_deriv (by field_simp; ring)
  · exact (((hc t).const_mul (hbar * l)).div_const 2).congr_deriv (by ring)

end InvertedOscillatorMoments
```

The final theorem exhibits functions that satisfy both `MomentFlow` and `MinimalStart`:
$$X=\frac{\hbar}{2l}\cosh 2lt,\qquad C=\frac{\hbar}{2}\sinh 2lt,\qquad P=\frac{\hbar l}{2}\cosh 2lt .$$
The earlier theorems thus speak about something that exists. By hand,
$$\begin{aligned}
\dot X&=\hbar\sinh2lt=2C,\\
\dot C&=\hbar l\cosh2lt=P+l^2X,\\
\dot P&=\hbar l^2\sinh2lt=2l^2C,
\end{aligned}$$
and setting $t=0$ gives the required initial moments. In the proof, `hc` and `hs` are the chain rule for $\cosh 2lt$ and $\sinh 2lt$. The three closing lines, each marked by a dot, verify the three differential equations in order.

```lean
#print axioms InvertedOscillatorMoments.uncertainty_conserved
#print axioms InvertedOscillatorMoments.variance_cosh
#print axioms InvertedOscillatorMoments.lower_bound_eq_iff
#print axioms InvertedOscillatorMoments.time_to_width
```

```
'InvertedOscillatorMoments.uncertainty_conserved' depends on axioms: [propext, Classical.choice, Quot.sound]
'InvertedOscillatorMoments.variance_cosh' depends on axioms: [propext, Classical.choice, Quot.sound]
'InvertedOscillatorMoments.lower_bound_eq_iff' depends on axioms: [propext, Classical.choice, Quot.sound]
'InvertedOscillatorMoments.time_to_width' depends on axioms: [propext, Classical.choice, Quot.sound]
```
